# Shifting the momentum in a one-dimensional cutoff integral: for a continuous integrand with finite limits $L_\pm$ at $\pm\infty$, the surface term tends to $a(L_+-L_-)$

Q: A linearly divergent loop integral can change when the loop momentum is shifted, although a shift looks like a harmless change of variable. The two integrals over all momenta don't converge, so you had to choose what their difference means. What did you choose?

A: I keep one symmetric cutoff for both. Let $x$ be the loop momentum on a real line, $f$ the integrand, $a$ the shift and $R$ the cutoff, which textbooks often call $\Lambda$. I subtract at finite cutoff,

$$S_a(R)=\int_{-R}^{R}\bigl[f(x+a)-f(x)\bigr]\,dx ,$$

and only then let $R\to\infty$. The interval stays fixed while the argument of $f$ moves. If the interval moved along with the variable, the difference would be zero at every $R$, so the choice has physical content: it says that the regulator does not follow the shift.

Q: Loop integrands in QED carry spinor indices. Is $f$ just a real function?

A: It takes values in `E`, a real normed space. That includes real and complex numbers, and spinor matrices once a norm on them is chosen.

```lean
import Mathlib

open Filter Topology MeasureTheory

namespace MomentumShift

noncomputable section

variable {E : Type*} [NormedAddCommGroup E] [NormedSpace ℝ E]
```

The definition is the formula above. Note the name: `surfaceTerm f a R` is the difference at finite cutoff, whereas textbooks often reserve "surface term" for its limit. The sign convention is shifted minus unshifted.

```lean
/-- The change of the loop integral with symmetric cutoff `R` when the loop momentum in the
integrand `f` is shifted by `a`. -/
def surfaceTerm (f : ℝ → E) (a R : ℝ) : E :=
  ∫ x in (-R)..R, (f (x + a) - f x)
```

Q: Why call it a surface term at all? You have written an integral over the whole interval.

A: Because the bulk cancels exactly. Substituting in the shifted part gives

$$S_a(R)=\int_{-R+a}^{R+a} f(x)\,dx-\int_{-R}^{R} f(x)\,dx .$$

Now cut the interval from $-R$ to $R+a$ in two ways:

$$\int_{-R}^{-R+a} f+\int_{-R+a}^{R+a} f=\int_{-R}^{R+a} f=\int_{-R}^{R} f+\int_{R}^{R+a} f .$$

Rearranging, and measuring the position in each layer by $t$ from its cutoff point,

$$S_a(R)=\int_0^a f(R+t)\,dt-\int_0^a f(-R+t)\,dt .$$

Only two layers of width $|a|$ survive, one at each end. The integrals are oriented, $\int_u^v=-\int_v^u$, so the formula also holds for negative $a$. There is no Taylor expansion in $a$, and hence no assumption about derivatives of $f$.

```lean
/-- For a continuous integrand the surface term is the difference of two boundary layers of
width `a`, one at the upper and one at the lower cutoff. -/
theorem surfaceTerm_eq_boundary {f : ℝ → E} (hf : Continuous f) (a R : ℝ) :
    surfaceTerm f a R =
      (∫ t in (0 : ℝ)..a, f (R + t)) - ∫ t in (0 : ℝ)..a, f (-R + t) := by
  have hs : Continuous fun x => f (x + a) := by fun_prop
  have hi : ∀ u v : ℝ, IntervalIntegrable f volume u v := fun u v => hf.intervalIntegrable u v
  unfold surfaceTerm
  rw [intervalIntegral.integral_sub (hs.intervalIntegrable _ _) (hi _ _),
    intervalIntegral.integral_comp_add_right, intervalIntegral.integral_comp_add_left,
    intervalIntegral.integral_comp_add_left]
  simp only [add_zero]
  -- two ways of cutting the interval from `-R` to `R + a`
  have h1 := intervalIntegral.integral_add_adjacent_intervals
    (hi (-R) (-R + a)) (hi (-R + a) (R + a))
  have h2 := intervalIntegral.integral_add_adjacent_intervals (hi (-R) R) (hi R (R + a))
  linear_combination (norm := module) h1 - h2
```

In the proof, `integral_sub` separates the two terms, and the `integral_comp_add_...` lemmas make the substitutions. The facts `h1` and `h2` are the two ways of cutting the interval, and `linear_combination` subtracts one from the other. Continuity makes $f$ integrable on every bounded interval, which `integral_sub` and the two cuts require; the substitution lemmas have no such hypothesis.

Q: Fine, but the layers move off to infinity as the cutoff grows. Why may I replace $f$ by its limit inside them?

A: Because their width stays fixed. Suppose $f(x)\to L$ as $x\to+\infty$, and take $\varepsilon>0$. There is an $N$ such that $\|f(x)-L\|<\varepsilon/(|a|+1)$ for all $x\ge N$. If $R\ge N+|a|$, then every $t$ between $0$ and $a$ satisfies $R+t\ge N$, so the whole layer lies in the region where $f$ is close to $L$. Therefore

$$\left\|\int_0^a f(R+t)\,dt-aL\right\|=\left\|\int_0^a [f(R+t)-L]\,dt\right\|\le\frac{\varepsilon\,|a|}{|a|+1}<\varepsilon .$$

The $+1$ in the denominator lets the same estimate serve for $a=0$.

```lean
/-- If a continuous integrand tends to `L` at large positive momentum, the boundary layer of
width `a` at the upper cutoff tends to `a L`. -/
theorem tendsto_upper_layer [CompleteSpace E] {f : ℝ → E} (hf : Continuous f) {L : E}
    (hL : Tendsto f atTop (𝓝 L)) (a : ℝ) :
    Tendsto (fun R : ℝ => ∫ t in (0 : ℝ)..a, f (R + t)) atTop (𝓝 (a • L)) := by
  rw [Metric.tendsto_atTop] at hL ⊢
  intro ε hε
  obtain ⟨N, hN⟩ := hL (ε / (|a| + 1)) (by positivity)
  refine ⟨N + |a|, fun R hR => ?_⟩
  have hs : Continuous fun t => f (R + t) := by fun_prop
  have hc : (∫ t in (0 : ℝ)..a, f (R + t)) - a • L = ∫ t in (0 : ℝ)..a, (f (R + t) - L) := by
    rw [intervalIntegral.integral_sub (hs.intervalIntegrable _ _)
      (continuous_const.intervalIntegrable _ _), intervalIntegral.integral_const, sub_zero]
  -- the integrand is uniformly close to its limit throughout the layer
  have hb : ∀ t ∈ Set.uIoc 0 a, ‖f (R + t) - L‖ ≤ ε / (|a| + 1) := by
    intro t ht
    have ht' : -|a| ≤ t := by
      rcases Set.mem_uIoc.mp ht with h | h
      · linarith [h.1, abs_nonneg a]
      · linarith [h.1, neg_abs_le a]
    have h := hN (R + t) (by linarith)
    rw [dist_eq_norm] at h
    exact h.le
  rw [dist_eq_norm, hc]
  calc ‖∫ t in (0 : ℝ)..a, (f (R + t) - L)‖
      ≤ ε / (|a| + 1) * |a - 0| := intervalIntegral.norm_integral_le_of_norm_le_const hb
    _ < ε := by
      rw [sub_zero, div_mul_eq_mul_div, div_lt_iff₀ (by positivity)]
      nlinarith [abs_nonneg a]
```

Here `hc` moves the constant $aL$ under the integral, `hb` is the uniform bound on the layer, and the final `calc` is the displayed estimate. The statement adds `CompleteSpace E`, which makes `E` a Banach space; numbers and finite matrices satisfy it. Lean sets integrals with values in an incomplete space to zero, so the earlier layer identity has content only in the complete case.

Q: And the lower end? There a positive shift moves into the integration region, not out of it.

A: Reflection takes care of the direction. Put $g(x)=f(-x)$. If $f(x)\to L$ as $x\to-\infty$, then $g(x)\to L$ as $x\to+\infty$. With $t=-s$,

$$\int_0^a f(-R+t)\,dt=-\int_0^{-a} f(-R-s)\,ds=-\int_0^{-a} g(R+s)\,ds\;\longrightarrow\;-(-a)L=aL .$$

The upper-layer result has been used for $g$ with shift $-a$.

```lean
/-- If a continuous integrand tends to `L` at large negative momentum, the boundary layer of
width `a` at the lower cutoff tends to `a L`. -/
theorem tendsto_lower_layer [CompleteSpace E] {f : ℝ → E} (hf : Continuous f) {L : E}
    (hL : Tendsto f atBot (𝓝 L)) (a : ℝ) :
    Tendsto (fun R : ℝ => ∫ t in (0 : ℝ)..a, f (-R + t)) atTop (𝓝 (a • L)) := by
  -- reflect the momentum axis and use the upper layer with shift `-a`
  have hr : Continuous fun x => f (-x) := by fun_prop
  have h := (tendsto_upper_layer hr (hL.comp tendsto_neg_atTop_atBot) (-a)).neg
  rw [neg_smul, neg_neg] at h
  refine h.congr fun R => ?_
  have h' := intervalIntegral.integral_comp_neg (a := 0) (b := -a) (fun s => f (-R + s))
  simp only [neg_neg, neg_zero] at h'
  simp only [neg_add]
  rw [h']
  exact (intervalIntegral.integral_symm a 0).symm
```

The term `h` is that application with its overall minus sign. The lemma `integral_comp_neg` carries out the substitution $t=-s$, and `integral_symm` reverses the limits of integration.

Q: Then the main result should be a subtraction. What exactly does it assert?

A: Let $f$ be continuous, with $f(x)\to L_+$ as $x\to+\infty$ and $f(x)\to L_-$ as $x\to-\infty$, both limits being elements of the Banach space. Then for every real $a$,

$$\lim_{R\to\infty}S_a(R)=aL_+-aL_-=a(L_+-L_-).$$

In the code `Lp` and `Lm` are $L_+$ and $L_-$. The expression `Tendsto f atTop (𝓝 Lp)` says that $f$ approaches $L_+$ at large positive momentum, `atBot` refers to large negative momentum, and `•` multiplies a vector by a real number.

```lean
/-- If a continuous integrand has the limits `Lp` and `Lm` at plus and minus infinity, then
shifting the loop momentum by `a` changes the cutoff integral by an amount that tends to
`a (Lp - Lm)` as the cutoff is removed. -/
theorem tendsto_surfaceTerm [CompleteSpace E] {f : ℝ → E} (hf : Continuous f) {Lp Lm : E}
    (hp : Tendsto f atTop (𝓝 Lp)) (hm : Tendsto f atBot (𝓝 Lm)) (a : ℝ) :
    Tendsto (surfaceTerm f a) atTop (𝓝 (a • (Lp - Lm))) := by
  rw [smul_sub]
  exact ((tendsto_upper_layer hf hp a).sub (tendsto_lower_layer hf hm a)).congr
    fun R => (surfaceTerm_eq_boundary hf a R).symm
```

The proof subtracts the two layer limits and uses the exact layer identity to turn the result back into `surfaceTerm`.

Q: Here is my main doubt. A QED loop has four momentum components, and you have one. What does this tell me about a real diagram?

A: It isolates the mechanism by which the linearly divergent triangle diagram depends on its momentum routing, but for a one-dimensional integral with a symmetric cutoff. Constant tails are the one-dimensional form of linear divergence, since the integral of a constant grows like $R$. The step that you would have to supply is the passage from the four-dimensional loop to this line. After Wick rotation the boundary there is a large three-sphere, and the surface term involves an average over its directions, not a difference between two endpoints.

Continuity is an idealisation too. It stands for an integrand without poles on the integration line, as one expects after Wick rotation with massive propagators. A propagator with a pole on the real axis does not satisfy it.

Q: When may I shift without worrying?

A: Within these hypotheses, the surface term tends to zero exactly when $a=0$ or $L_+=L_-$. The limit is $a(L_+-L_-)$, and a number times a vector is zero only if one of them is zero. Equal tails are enough; they need not vanish.

```lean
/-- For a continuous integrand with limits `Lp` and `Lm` at plus and minus infinity, the surface
term tends to zero exactly when there is no shift or the two limits agree. -/
theorem surfaceTerm_vanishes_iff [CompleteSpace E] {f : ℝ → E} (hf : Continuous f) {Lp Lm : E}
    (hp : Tendsto f atTop (𝓝 Lp)) (hm : Tendsto f atBot (𝓝 Lm)) (a : ℝ) :
    Tendsto (surfaceTerm f a) atTop (𝓝 0) ↔ a = 0 ∨ Lp = Lm := by
  have h := tendsto_surfaceTerm hf hp hm a
  rw [← sub_eq_zero (a := Lp), ← smul_eq_zero]
  constructor
  · intro h0
    exact tendsto_nhds_unique h h0
  · intro h0
    rwa [h0] at h
```

One direction uses the uniqueness of limits: if $S_a(R)$ tends both to zero and to $a(L_+-L_-)$, the two agree. The other direction inserts zero into the main theorem.

Q: The usual rule says that logarithmically divergent integrals can be shifted freely. Do you get that?

A: Yes, for the following version of the power counting. Suppose that $x f(x)$ has finite limits $c_+$ and $c_-$ at the two ends, so that $f$ behaves like $c_\pm/x$ there when these constants are nonzero. For $x\neq0$,

$$f(x)=\frac1x\,\bigl[x f(x)\bigr]\longrightarrow 0\cdot c_\pm=0 .$$

Both tails of $f$ vanish, so they are equal, and the surface term tends to zero.

```lean
/-- If `x f(x)` has finite limits at both ends of the momentum axis, the power counting of at most a
logarithmic divergence, then the surface term of the continuous integrand `f` tends to zero. -/
theorem surfaceTerm_log_divergent [CompleteSpace E] {f : ℝ → E} (hf : Continuous f) {cp cm : E}
    (hp : Tendsto (fun x : ℝ => x • f x) atTop (𝓝 cp))
    (hm : Tendsto (fun x : ℝ => x • f x) atBot (𝓝 cm)) (a : ℝ) :
    Tendsto (surfaceTerm f a) atTop (𝓝 0) := by
  -- dividing by `x` shows that the integrand itself decays
  have h1 : Tendsto f atTop (𝓝 0) := by
    have h := (tendsto_inv_atTop_zero (𝕜 := ℝ)).smul hp
    rw [zero_smul] at h
    refine h.congr' ?_
    filter_upwards [eventually_ne_atTop (0 : ℝ)] with x hx
    exact inv_smul_smul₀ hx (f x)
  have h2 : Tendsto f atBot (𝓝 0) := by
    have h := (tendsto_inv_atBot_zero (𝕜 := ℝ)).smul hm
    rw [zero_smul] at h
    refine h.congr' ?_
    filter_upwards [eventually_ne_atBot (0 : ℝ)] with x hx
    exact inv_smul_smul₀ hx (f x)
  exact (surfaceTerm_vanishes_iff hf h1 h2 a).mpr (Or.inr rfl)
```

The facts `h1` and `h2` are this division by $x$ at the two ends, and the last line applies the preceding criterion. The name `surfaceTerm_log_divergent` is slightly narrower than the theorem: $c_\pm$ may be zero, so many convergent integrals also qualify.

Q: Give me a case where symmetric integration looks perfectly safe and the shift still matters.

A: Take $f(x)=\arctan x$. It is odd, so $\int_{-R}^{R}\arctan x\,dx=0$ for every $R$. Its tails are $L_\pm=\pm\pi/2$, and the main theorem gives

$$\int_{-R}^{R}\arctan(x+a)\,dx=S_a(R)\longrightarrow a\left[\frac{\pi}{2}-\left(-\frac{\pi}{2}\right)\right]=\pi a .$$

For $a\ne0$ the two routings give different finite answers, although the cutoff is symmetric in both.

```lean
/-- The odd integrand `arctan x` integrates to zero for every symmetric cutoff, but after a shift
of the momentum by `a` its cutoff integral tends to `π a`. -/
theorem arctan_shift (a : ℝ) :
    (∀ R : ℝ, ∫ x in (-R)..R, Real.arctan x = 0) ∧
      Tendsto (fun R : ℝ => ∫ x in (-R)..R, Real.arctan (x + a)) atTop
        (𝓝 (Real.pi * a)) := by
  have h0 : ∀ R : ℝ, ∫ x in (-R)..R, Real.arctan x = 0 := by
    intro R
    have h := intervalIntegral.integral_comp_neg (a := -R) (b := R) Real.arctan
    simp only [Real.arctan_neg, intervalIntegral.integral_neg, neg_neg] at h
    linarith
  refine ⟨h0, ?_⟩
  have hs : Continuous fun x : ℝ => Real.arctan (x + a) :=
    Real.continuous_arctan.comp (continuous_id.add continuous_const)
  have h := tendsto_surfaceTerm Real.continuous_arctan
    (Real.tendsto_arctan_atTop.mono_right nhdsWithin_le_nhds)
    (Real.tendsto_arctan_atBot.mono_right nhdsWithin_le_nhds) a
  have e : a • (Real.pi / 2 - -(Real.pi / 2)) = Real.pi * a := by
    rw [smul_eq_mul]
    ring
  rw [e] at h
  refine h.congr fun R => ?_
  unfold surfaceTerm
  rw [intervalIntegral.integral_sub (hs.intervalIntegrable _ _)
    (Real.continuous_arctan.intervalIntegrable _ _), h0 R, sub_zero]
```

The first part, `h0`, reflects the variable and finds that the integral equals its own negative. The second part applies the main theorem to $\arctan$ and then removes the unshifted integral, which is zero.

Q: What fails if I give up the finite limits and keep only continuity?

A: The surface term can diverge. For $f(x)=x$ the integrand of the difference is the constant $a$, hence

$$S_a(R)=\int_{-R}^{R} a\,dx=2aR ,$$

which grows without bound for $a>0$.

```lean
/-- For the linearly growing integrand `f(x) = x` and a positive shift, the surface term grows
without bound as the cutoff is removed. -/
theorem surfaceTerm_linear_growth {a : ℝ} (ha : 0 < a) :
    Tendsto (surfaceTerm (fun x : ℝ => x) a) atTop atTop := by
  have h : Tendsto (fun R : ℝ => 2 * a * R) atTop atTop :=
    tendsto_id.const_mul_atTop (by positivity)
  refine h.congr fun R => ?_
  unfold surfaceTerm
  simp only [add_sub_cancel_left, intervalIntegral.integral_const, smul_eq_mul]
  ring

end

end MomentumShift
```

The proof simplifies the integrand to the constant $a$ and compares the result with $2aR$. The word "linear" in `surfaceTerm_linear_growth` describes the integrand; by power counting, its integral is quadratically divergent.

Q: So finite limits are necessary for a finite surface term?

A: No, the example shows only that continuity alone does not guarantee one. For $f(x)=|x|$, which has no finite limits either, a short calculation outside the Lean code gives an upper layer of $aR+a^2/2$ and a lower layer of $aR-a^2/2$ once $R\ge|a|$. The surface term is then $a^2$. The growing parts cancel between the ends, which they fail to do for $f(x)=x$.

```lean
#print axioms MomentumShift.tendsto_surfaceTerm
#print axioms MomentumShift.surfaceTerm_log_divergent
#print axioms MomentumShift.arctan_shift
#print axioms MomentumShift.surfaceTerm_linear_growth
```

```
'MomentumShift.tendsto_surfaceTerm' depends on axioms: [propext, Classical.choice, Quot.sound]
'MomentumShift.surfaceTerm_log_divergent' depends on axioms: [propext, Classical.choice, Quot.sound]
'MomentumShift.arctan_shift' depends on axioms: [propext, Classical.choice, Quot.sound]
'MomentumShift.surfaceTerm_linear_growth' depends on axioms: [propext, Classical.choice, Quot.sound]
```
